# At a linear triatomic geometry, bending changes no interatomic distance to first order

A: Put three atoms at \((-1,0,0)\), \((0,0,0)\) and \((1,0,0)\), and displace only the middle one along \((0,1,0)\). All three interatomic distances have zero first derivative, yet the displacement is not an infinitesimal rigid motion \(u_i = t + w\times x_i\). At this geometry the distances therefore cannot serve as a complete set of linear vibrational coordinates.

Q: Show me the argument by hand before any Lean.

A: Number atoms and Cartesian components 0, 1, 2, as the file does. Let atom \(i\) sit at \(x_i\) and move to \(x_i+\tau u_i\), where \(\tau\) is a real parameter. The distance \(d_{ij}(\tau)\) between atoms \(i\) and \(j\) satisfies
\[
d_{ij}(\tau)^2=|x_i-x_j+\tau(u_i-u_j)|^2 .
\]
Differentiating at \(\tau=0\), for atoms at distinct positions, gives
\[
d_{ij}'(0)=\frac{(x_i-x_j)\cdot(u_i-u_j)}{d_{ij}(0)} .
\]
On a line, \(x_i=(s_i,0,0)\), the numerator is \((s_i-s_j)(u_{i,0}-u_{j,0})\). Only axial displacements enter. The bend has none, so all three derivatives vanish.

For a rigid motion of the same line, \(w\times(s_i,0,0)=(0,\,w_2s_i,\,-w_1s_i)\), so \(u_{i,1}=t_1+w_2s_i\). The bend would require
\[
0=t_1-w_2,\qquad 1=t_1,\qquad 0=t_1+w_2 .
\]
The outer two equations give \(t_1=0\), which contradicts the middle one.

Q: Fine. Now, what does the file mean by "distance"? I have heard that Lean's vectors `Fin 3 → ℝ` carry the maximum norm.

A: They do in Mathlib, which is why the Euclidean square root is written out explicitly. The index type `ι` labels the atoms.

```lean
import Mathlib

open Matrix

namespace LinearGeometryDistances

noncomputable section

variable {ι : Type*}

/-- The Euclidean distance between two points of space. -/
def sep (p q : Fin 3 → ℝ) : ℝ :=
  √((p 0 - q 0) ^ 2 + (p 1 - q 1) ^ 2 + (p 2 - q 2) ^ 2)
```

Q: And "unchanged to first order"?

A: `HasDerivAt f 0 0` says that `f` is differentiable at \(\tau=0\) with derivative 0. The first zero is the derivative and the second is the point. The condition is imposed on every pair of different atoms, not only on bonded ones.

```lean
/-- All interatomic distances of the geometry `x` are unchanged to first order
along the displacement `u`. -/
def DistancesStationary (x u : ι → Fin 3 → ℝ) : Prop :=
  ∀ i j, i ≠ j → HasDerivAt (fun τ : ℝ => sep (x i + τ • u i) (x j + τ • u j)) 0 0
```

Q: Does "rigid" include everything it should?

A: It includes all translations \(t\) and all angular velocities \(w\), with one common pair \((t,w)\) for all atoms. No masses appear, and the centre of mass is not held fixed.

```lean
/-- The displacement `u` is an infinitesimal translation plus rotation of the geometry `x`. -/
def IsRigid (x u : ι → Fin 3 → ℝ) : Prop :=
  ∃ t w : Fin 3 → ℝ, ∀ i, u i = t + crossProduct w (x i)
```

Q: Then the geometries, please.

A: There is a general linear molecule with axial positions \(s_i\), the specific triatomic, its bend, and a planar triatomic for comparison. The atoms are points, and there is no potential energy.

```lean
/-- A linear molecule on the first coordinate axis, with atom `i` at axial position `s i`. -/
def linearMolecule (s : ι → ℝ) : ι → Fin 3 → ℝ := fun i => ![s i, 0, 0]

/-- Three atoms at (-1, 0, 0), (0, 0, 0) and (1, 0, 0). -/
def linearTriatomic : Fin 3 → Fin 3 → ℝ := ![![-1, 0, 0], ![0, 0, 0], ![1, 0, 0]]

/-- The displacement of the middle atom alone along (0, 1, 0). -/
def bend : Fin 3 → Fin 3 → ℝ := ![![0, 0, 0], ![0, 1, 0], ![0, 0, 0]]

/-- Three atoms in a plane, at (0, 0, 0), (a, 0, 0) and (b, c, 0). -/
def planarTriatomic (a b c : ℝ) : Fin 3 → Fin 3 → ℝ := ![![0, 0, 0], ![a, 0, 0], ![b, c, 0]]
```

Q: Your derivative formula divides by the distance. Where is that controlled?

A: By `sep_pos`. If the sum of squares were not positive, each square would be zero, all components would agree, and the points would coincide.

```lean
/-- Distinct points have positive distance. -/
theorem sep_pos {p q : Fin 3 → ℝ} (hpq : p ≠ q) : 0 < sep p q := by
  unfold sep
  apply Real.sqrt_pos.mpr
  by_contra hn
  have s0 := sq_nonneg (p 0 - q 0)
  have s1 := sq_nonneg (p 1 - q 1)
  have s2 := sq_nonneg (p 2 - q 2)
  have z0 : (p 0 - q 0) ^ 2 = 0 := by linarith
  have z1 : (p 1 - q 1) ^ 2 = 0 := by linarith
  have z2 : (p 2 - q 2) ^ 2 = 0 := by linarith
  have h0 := sub_eq_zero.mp ((pow_eq_zero_iff two_ne_zero).mp z0)
  have h1 := sub_eq_zero.mp ((pow_eq_zero_iff two_ne_zero).mp z1)
  have h2 := sub_eq_zero.mp ((pow_eq_zero_iff two_ne_zero).mp z2)
  apply hpq
  funext k
  fin_cases k
  exacts [h0, h1, h2]
```

The derivative then follows the calculation by hand. Each component of the relative position is affine in \(\tau\), with slope \(u_k-v_k\), where \(u\) and \(v\) are here the displacements of the two points. The proof squares the components, adds them and applies the chain rule for the square root, which needs the positivity just shown.

```lean
/-- For distinct positions, the first-order change of a distance is the relative displacement
projected on the direction joining the two atoms. -/
theorem hasDerivAt_sep {p q : Fin 3 → ℝ} (hpq : p ≠ q) (u v : Fin 3 → ℝ) :
    HasDerivAt (fun τ : ℝ => sep (p + τ • u) (q + τ • v))
      (((p - q) ⬝ᵥ (u - v)) / sep p q) 0 := by
  have hk : ∀ k, HasDerivAt (fun τ : ℝ => (p + τ • u) k - (q + τ • v) k) (u k - v k) 0 := by
    intro k
    have e : (fun τ : ℝ => (p + τ • u) k - (q + τ • v) k)
        = fun τ => (p k - q k) + τ * (u k - v k) := by
      funext τ
      simp only [Pi.add_apply, Pi.smul_apply, smul_eq_mul]
      ring
    rw [e]
    simpa using ((hasDerivAt_id' (0 : ℝ)).mul_const (u k - v k)).const_add (p k - q k)
  have hpos := Real.sqrt_pos.mp (sep_pos hpq)
  -- differentiate the squared distance, then its square root
  have h := ((((hk 0).fun_pow 2).fun_add ((hk 1).fun_pow 2)).fun_add
    ((hk 2).fun_pow 2)).sqrt (by simpa only [zero_smul, add_zero] using hpos.ne')
  unfold sep
  refine h.congr_deriv ?_
  simp only [zero_smul, add_zero, dotProduct, Fin.sum_univ_three, Pi.sub_apply,
    Nat.cast_ofNat, show (2 - 1 : ℕ) = 1 from rfl, pow_one]
  ring
```

Q: So stationarity is just orthogonality?

A: For distinct positions, yes. In one direction, a function has only one derivative at a point, so the quotient above must equal 0, and its denominator is not zero. In the other, a zero numerator gives a zero derivative. The hypothesis `Function.Injective x` says that no two atoms coincide. It matters: if two coincident atoms separate, their distance grows like \(|\tau|\), which has no derivative at 0, although the dot product vanishes.

```lean
/-- For atoms at distinct positions, all distances are stationary exactly when every relative
displacement is orthogonal to the corresponding relative position. -/
theorem stationary_iff {x : ι → Fin 3 → ℝ} (hx : Function.Injective x) (u : ι → Fin 3 → ℝ) :
    DistancesStationary x u ↔ ∀ i j, (x i - x j) ⬝ᵥ (u i - u j) = 0 := by
  constructor
  · intro h i j
    by_cases hij : i = j
    · subst hij
      simp
    · have hd := (hasDerivAt_sep (hx.ne hij) (u i) (u j)).unique (h i j hij)
      exact (div_eq_zero_iff.mp hd).resolve_right (sep_pos (hx.ne hij)).ne'
  · intro h i j hij
    have hd := hasDerivAt_sep (hx.ne hij) (u i) (u j)
    rwa [h i j, zero_div] at hd
```

Q: Check the sanity condition. Real rotations had better pass the test.

A: They do. The translation cancels in \(u_i-u_j\), leaving \((x_i-x_j)\cdot\bigl(w\times(x_i-x_j)\bigr)=0\). Lean expands the components and `ring` finishes.

```lean
/-- For atoms at distinct positions, infinitesimal rigid motions leave all distances unchanged to
first order. -/
theorem IsRigid.stationary {x u : ι → Fin 3 → ℝ} (hx : Function.Injective x)
    (h : IsRigid x u) : DistancesStationary x u := by
  obtain ⟨t, w, h⟩ := h
  rw [stationary_iff hx]
  intro i j
  rw [h i, h j]
  simp only [dotProduct, Fin.sum_univ_three, Pi.sub_apply, Pi.add_apply, cross_apply,
    Matrix.cons_val_zero, Matrix.cons_val_one, Matrix.cons_val]
  ring
```

Q: Is the failure peculiar to your three positions?

A: The criterion holds for any linear molecule with distinct axial positions: the distances are stationary exactly when all axial displacements agree. The proof cancels the nonzero factor \(s_i-s_j\) from the product \((s_i-s_j)(u_{i,0}-u_{j,0})\).

```lean
/-- In a linear molecule with distinct axial positions, all distances are stationary exactly when
all atoms have the same axial displacement; the transverse displacements are arbitrary. -/
theorem linear_stationary_iff {s : ι → ℝ} (hs : Function.Injective s) (u : ι → Fin 3 → ℝ) :
    DistancesStationary (linearMolecule s) u ↔ ∀ i j, u i 0 = u j 0 := by
  have hx : Function.Injective (linearMolecule s) := fun i j h => hs (congrFun h 0)
  have e : ∀ i j, (linearMolecule s i - linearMolecule s j) ⬝ᵥ (u i - u j)
      = (s i - s j) * (u i 0 - u j 0) := by
    intro i j
    simp [linearMolecule, dotProduct, Fin.sum_univ_three]
  rw [stationary_iff hx]
  constructor
  · intro h i j
    by_cases hij : i = j
    · rw [hij]
    · have h' := h i j
      rw [e] at h'
      exact sub_eq_zero.mp ((mul_eq_zero.mp h').resolve_left (sub_ne_zero.mpr (hs.ne hij)))
  · intro h i j
    rw [e, h i j, sub_self, mul_zero]
```

With three or more atoms, rigid motions are more restricted. For any number of atoms they are exactly the displacements \(u_i=a+s_i b\) with \(b_0=0\). From \((t,w)\) one reads off \(a=t\) and \(b=(0,w_2,-w_1)\); conversely, \(w=(0,-b_2,b_1)\) recovers the rotation. Rotation about the axis itself moves nothing, so \(w_0\) is absent.

```lean
/-- A displacement of a linear molecule is rigid exactly when it is an affine function of the
axial position with a slope transverse to the axis. -/
theorem linear_rigid_iff (s : ι → ℝ) (u : ι → Fin 3 → ℝ) :
    IsRigid (linearMolecule s) u ↔
      ∃ a b : Fin 3 → ℝ, b 0 = 0 ∧ ∀ i, u i = a + s i • b := by
  constructor
  · rintro ⟨t, w, h⟩
    refine ⟨t, ![0, w 2, -w 1], rfl, fun i => ?_⟩
    rw [h i]
    ext k
    fin_cases k <;> simp [linearMolecule, cross_apply] <;> ring
  · rintro ⟨a, b, hb, h⟩
    refine ⟨a, ![0, -b 2, b 1], fun i => ?_⟩
    rw [h i]
    ext k
    fin_cases k <;> simp [linearMolecule, cross_apply, hb] <;> ring
```

With one or two atoms the two criteria coincide, because any transverse displacements of two points fit an affine function. The third atom makes the difference.

Q: Now the main statement.

A: It is a conjunction: stationary, and not rigid. The proof first recognises the triatomic as the linear molecule with axial positions \(-1,0,1\). The first half checks that the axial displacements agree. The second extracts the three equations for component 1, called `h0`, `h1` and `h2`, and `linarith` finds the contradiction we found by hand.

```lean
/-- Displacing the middle atom of the linear triatomic sideways leaves all three distances
unchanged to first order, yet it is not an infinitesimal rigid motion. -/
theorem bend_stationary_not_rigid :
    DistancesStationary linearTriatomic bend ∧ ¬ IsRigid linearTriatomic bend := by
  have e : linearTriatomic = linearMolecule ![-1, 0, 1] := by
    funext i
    fin_cases i <;> rfl
  rw [e]
  constructor
  · have hs : Function.Injective (![-1, 0, 1] : Fin 3 → ℝ) := by
      intro i j h
      fin_cases i <;> fin_cases j <;> first | rfl | (exfalso; norm_num at h)
    rw [linear_stationary_iff hs]
    intro i j
    fin_cases i <;> fin_cases j <;> rfl
  · rw [linear_rigid_iff]
    rintro ⟨a, b, -, h⟩
    -- an affine function vanishing at both ends vanishes in the middle
    have h0 : (0 : ℝ) = a 1 + (-1) * b 1 := by simpa [bend] using congrFun (h 0) 1
    have h1 : (1 : ℝ) = a 1 + 0 * b 1 := by simpa [bend] using congrFun (h 1) 1
    have h2 : (0 : ℝ) = a 1 + 1 * b 1 := by simpa [bend] using congrFun (h 2) 1
    linarith
```

Q: But the molecule does bend. Surely the distances notice eventually.

A: At second order. The finite displacement gives
\[
d_{01}=d_{12}=\sqrt{1+\tau^2}=1+\tfrac12\tau^2+\cdots,\qquad d_{02}=2 .
\]
The theorem states the exact lengths for every real \(\tau\); its proof simplifies the expression under each root.

```lean
/-- Along the finite bend by `τ` both bonds have length √(1 + τ²) and the distance between
the end atoms stays 2. -/
theorem bend_lengths (τ : ℝ) :
    sep (linearTriatomic 0 + τ • bend 0) (linearTriatomic 1 + τ • bend 1) = √(1 + τ ^ 2) ∧
    sep (linearTriatomic 1 + τ • bend 1) (linearTriatomic 2 + τ • bend 2) = √(1 + τ ^ 2) ∧
    sep (linearTriatomic 0 + τ • bend 0) (linearTriatomic 2 + τ • bend 2) = 2 := by
  refine ⟨?_, ?_, ?_⟩
  · unfold sep
    congr 1
    simp only [linearTriatomic, bend, Pi.add_apply, Pi.smul_apply, smul_eq_mul,
      Matrix.cons_val_zero, Matrix.cons_val_one, Matrix.cons_val]
    ring
  · unfold sep
    congr 1
    simp only [linearTriatomic, bend, Pi.add_apply, Pi.smul_apply, smul_eq_mul,
      Matrix.cons_val_zero, Matrix.cons_val_one, Matrix.cons_val]
    ring
  · rw [← Real.sqrt_sq (show (0 : ℝ) ≤ 2 by norm_num)]
    unfold sep
    congr 1
    simp only [linearTriatomic, bend, Pi.add_apply, Pi.smul_apply, smul_eq_mul,
      Matrix.cons_val_zero, Matrix.cons_val_one, Matrix.cons_val]
    ring
```

Q: Perhaps three distances are simply too few for any triatomic. How do you know that linearity is to blame?

A: By comparison with a triangle at \((0,0,0)\), \((a,0,0)\), \((b,c,0)\), with \(a\neq0\) and \(c\neq0\). There, stationary distances and rigid motion are equivalent. Write \(\Delta_i=u_i-u_0\). The three orthogonality conditions are
\[
a\,\Delta_{1,0}=0,\qquad b\,\Delta_{2,0}+c\,\Delta_{2,1}=0,
\]
\[
(b-a)(\Delta_{2,0}-\Delta_{1,0})+c(\Delta_{2,1}-\Delta_{1,1})=0 .
\]
The first gives \(\Delta_{1,0}=0\). Define \(p,q,r\) by
\[
\Delta_{1,1}=ap,\qquad \Delta_{1,2}=-aq,\qquad \Delta_{2,2}=cr-bq ,
\]
which is possible because \(a\) and \(c\) are nonzero. Subtracting the third condition from the second gives \(a\Delta_{2,0}+acp=0\), so \(\Delta_{2,0}=-cp\). The second condition then gives \(\Delta_{2,1}=bp\). Altogether
\[
\Delta_1=(0,ap,-aq),\qquad \Delta_2=(-cp,\,bp,\,cr-bq),
\]
and these are \(w\times x_1\) and \(w\times x_2\) with \(w=(r,q,p)\). Since \(x_0=0\), the translation is \(t=u_0\).

In the Lean proof, `e1`, `e2` and `e3` are the three deduced components, and the `obtain` lines introduce \(p\), \(q\) and \(r\). The converse direction is the earlier result on rigid motions.

```lean
/-- For three atoms at (0, 0, 0), (a, 0, 0) and (b, c, 0), with `a` and `c` nonzero, the distances
are stationary exactly along the infinitesimal rigid motions. -/
theorem planar_stationary_iff_rigid {a b c : ℝ} (ha : a ≠ 0) (hc : c ≠ 0)
    (u : Fin 3 → Fin 3 → ℝ) :
    DistancesStationary (planarTriatomic a b c) u ↔ IsRigid (planarTriatomic a b c) u := by
  have hx : Function.Injective (planarTriatomic a b c) := by
    intro i j h
    have h0 := congrFun h 0
    have h1 := congrFun h 1
    fin_cases i <;> fin_cases j <;>
      first
        | rfl
        | exact absurd h1 hc
        | exact absurd h1 hc.symm
        | exact absurd h0 ha
        | exact absurd h0 ha.symm
  refine ⟨fun hst => ?_, fun h => h.stationary hx⟩
  have h := (stationary_iff hx u).mp hst
  have h10 := h 1 0
  have h20 := h 2 0
  have h21 := h 2 1
  simp only [planarTriatomic, dotProduct, Fin.sum_univ_three, Pi.sub_apply,
    Matrix.cons_val_zero, Matrix.cons_val_one, Matrix.cons_val] at h10 h20 h21
  have e1 : u 1 0 - u 0 0 = 0 := mul_left_cancel₀ ha (by linear_combination h10)
  -- read off the angular velocity (r, q, p)
  obtain ⟨p, hp⟩ : ∃ p, u 1 1 - u 0 1 = a * p :=
    ⟨(u 1 1 - u 0 1) / a, by field_simp⟩
  obtain ⟨q, hq⟩ : ∃ q, u 1 2 - u 0 2 = -(a * q) :=
    ⟨-(u 1 2 - u 0 2) / a, by field_simp⟩
  obtain ⟨r, hr⟩ : ∃ r, u 2 2 - u 0 2 = c * r - b * q :=
    ⟨(u 2 2 - u 0 2 + b * q) / c, by field_simp; ring⟩
  have e2 : u 2 0 - u 0 0 = -(c * p) :=
    mul_left_cancel₀ ha (by linear_combination h20 - h21 - (b - a) * e1 - c * hp)
  have e3 : u 2 1 - u 0 1 = b * p :=
    mul_left_cancel₀ hc (by linear_combination h20 - b * e2)
  refine ⟨u 0, ![r, q, p], fun i => ?_⟩
  ext k
  fin_cases i <;> fin_cases k <;> simp [planarTriatomic, cross_apply] <;> linarith

end

end LinearGeometryDistances
```

```lean
#print axioms LinearGeometryDistances.bend_stationary_not_rigid
#print axioms LinearGeometryDistances.bend_lengths
#print axioms LinearGeometryDistances.planar_stationary_iff_rigid
```

```
'LinearGeometryDistances.bend_stationary_not_rigid' depends on axioms: [propext, Classical.choice, Quot.sound]
'LinearGeometryDistances.bend_lengths' depends on axioms: [propext, Classical.choice, Quot.sound]
'LinearGeometryDistances.planar_stationary_iff_rigid' depends on axioms: [propext, Classical.choice, Quot.sound]
```

Q: That triangle lies in a special frame.

A: It does. Any non-collinear triangle can be carried into that frame by a rotation and a translation, but this reduction is ordinary geometry that I am adding, not part of the theorem.

Q: Where would I meet this in a calculation?

A: In the matrix \(B\) of derivatives of internal coordinates with respect to Cartesian ones. For a distance, the row contains the unit vector \((x_i-x_j)/d_{ij}\) in the columns of atom \(i\) and its negative in those of atom \(j\). For our triatomic, keeping only the axial columns and ordering the rows as \(d_{01},d_{12},d_{02}\),
\[
B_{\text{axial}}=\begin{pmatrix}-1&1&0\\0&-1&1\\-1&0&1\end{pmatrix}.
\]
All transverse columns are zero. The third row is the sum of the first two, so the rank is 2, while a linear triatomic has four vibrations: two stretches and two bends. Code that builds \(B\) can detect this by comparing its numerical rank with the expected number of vibrations.

Q: What goes wrong if the code does not check?

A: An optimiser that converts steps in the distances to Cartesian steps with the pseudoinverse of \(B\) produces no transverse motion at this geometry, so it cannot leave the line. Near linearity the rank is 3, but one singular value is small and the conversion is ill-conditioned. Adding coordinates that respond linearly to the two transverse bends, or working in Cartesian coordinates, makes transverse steps possible. The gradient alone still does not ask for one: for an isolated triatomic whose energy is differentiable there, symmetry under rotation about the axis makes the transverse forces vanish at a linear geometry. To let the molecule bend, one can start from a slightly bent geometry or follow a bending direction of negative curvature, if there is one.

The same happens in a force field. If the only energy terms are harmonic springs on the three distances, all at their rest lengths, the energy along the bend starts at order \(\tau^4\), and the harmonic bending frequency is zero.

Q: So what does this say about a harmonic analysis of an electronic-structure Hessian?

A: For this model of three point atoms, with neither masses nor an energy surface, it says that a description by distances alone loses the bends at first order, whatever method supplied the Hessian. It says nothing about the value of the bending force constant, which has to come from the energy.
